# The zero-field mean-field Ising equation has a nonzero solution exactly when $K>1$

The self-consistency condition can be taken as the equation $m=\tanh(Km)$ from the start, or it can be stated as a condition on a thermal average. Here it is the second: the average of one spin is defined as a ratio of Boltzmann sums, self-consistency is defined through that average, and the hyperbolic tangent is derived in part (a).

The spin takes the values $s=\pm1$. In a field $x$, measured as an energy divided by $k_BT$, it has the Boltzmann weight $e^{xs}$, so a positive field favours $s=+1$. The magnetization $m$ is the mean spin. For a lattice with $z$ neighbours per site and energy $-J s_i s_j$ for each neighbouring pair, replacing the neighbours of a spin by their mean gives the field $x=Km$ with $K=zJ/(k_BT)$. For a ferromagnetic coupling $J>0$, the threshold $K=1$ is then the mean-field critical temperature $k_BT=zJ$.

That replacement is the physical postulate, and it is assumed. The theorems concern the resulting equation for a single number $m$ in zero external field. They do not address the phase transition of the lattice model itself, or which of several solutions has the lowest free energy.

```lean
import Mathlib

open Set

namespace MeanFieldIsing

noncomputable section
```

In Lean, `spinAverage x` is the quotient of two sums over the two-element set $\{1,-1\}$ of real numbers. The denominator is the partition function of one spin.

```lean
/-- Thermal average of a single spin `s = ±1` with Boltzmann weight `exp (x s)`,
where `x` is the field divided by the temperature. -/
def spinAverage (x : ℝ) : ℝ :=
  (∑ s ∈ ({1, -1} : Finset ℝ), s * Real.exp (x * s)) /
    ∑ s ∈ ({1, -1} : Finset ℝ), Real.exp (x * s)
```

The proposition `SelfConsistent K m` says that the magnetization which produces the field equals the magnetization which the field produces. Both $K$ and $m$ are arbitrary real numbers; restrictions on $K$ appear only in the theorems that need them.

```lean
/-- The magnetization `m` is self-consistent at reduced coupling `K` if it equals the
thermal average of a spin in the mean field `K m`. -/
def SelfConsistent (K m : ℝ) : Prop := m = spinAverage (K * m)
```

## (a) The thermal average of one spin is $\tanh x$

**Task.** Evaluate the average of $s$ with weight $e^{xs}$.

**Solution.** Writing out both sums gives

$$
\frac{(+1)e^{x}+(-1)e^{-x}}{e^{x}+e^{-x}}
=\frac{(e^{x}-e^{-x})/2}{(e^{x}+e^{-x})/2}
=\frac{\sinh x}{\cosh x}=\tanh x .
$$

The Lean proof expands each sum with `Finset.sum_pair`, which requires that $1$ and $-1$ be different, and then cancels the two factors of $1/2$.

```lean
/-- The thermal average of a spin in the reduced field `x` is `tanh x`. -/
theorem spinAverage_eq_tanh (x : ℝ) : spinAverage x = Real.tanh x := by
  have h : (1 : ℝ) ≠ -1 := by norm_num
  rw [Real.tanh_eq_sinh_div_cosh, Real.sinh_eq, Real.cosh_eq, spinAverage,
    Finset.sum_pair h, Finset.sum_pair h]
  simp only [mul_one, mul_neg, one_mul, neg_mul]
  rw [div_div_div_cancel_right₀ (by norm_num : (2 : ℝ) ≠ 0)]
  ring
```

## (b) Self-consistency is the equation $m=\tanh(Km)$

**Task.** Rewrite the condition on the thermal average as an equation for $m$.

**Solution.** Put $x=Km$ in part (a). The condition that $m$ equals the average becomes $m=\tanh(Km)$. The later parts use this equivalence to pass between the physical definition and the equation.

```lean
/-- Self-consistency is the equation `m = tanh (K m)`. -/
theorem selfConsistent_iff (K m : ℝ) :
    SelfConsistent K m ↔ m = Real.tanh (K * m) := by
  rw [SelfConsistent, spinAverage_eq_tanh]
```

## (c) Reversing the magnetization gives another solution

**Task.** Show that if $m$ is self-consistent, so is $-m$.

**Solution.** The hyperbolic tangent is odd, so

$$
\tanh(K(-m))=-\tanh(Km)=-m .
$$

This is the spin-flip symmetry of the zero-field problem. It lets the later parts treat positive solutions only.

```lean
/-- Spin-flip symmetry: reversing a self-consistent magnetization gives another one. -/
theorem SelfConsistent.neg {K m : ℝ} (h : SelfConsistent K m) :
    SelfConsistent K (-m) := by
  rw [selfConsistent_iff] at *
  rw [mul_neg, Real.tanh_neg, ← h]
```

## (d) The derivative of $\tanh x$ is $1/\cosh^2x$

**Task.** Differentiate $\tanh$.

**Solution.** By the quotient rule and $\cosh^2x-\sinh^2x=1$,

$$
\frac{d}{dx}\frac{\sinh x}{\cosh x}
=\frac{\cosh^2x-\sinh^2x}{\cosh^2x}=\frac{1}{\cosh^2x}.
$$

`HasDerivAt` states both that the derivative exists at $x$ and what its value is. The quotient rule is `fun_div`, and the closing `linear_combination` supplies the hyperbolic identity.

```lean
/-- The derivative of `tanh` at `x` is `1 / cosh² x`. -/
theorem hasDerivAt_tanh (x : ℝ) :
    HasDerivAt Real.tanh (1 / Real.cosh x ^ 2) x := by
  have h := (Real.hasDerivAt_sinh x).fun_div (Real.hasDerivAt_cosh x) (Real.cosh_pos x).ne'
  have e : Real.tanh = fun y => Real.sinh y / Real.cosh y :=
    funext Real.tanh_eq_sinh_div_cosh
  rw [e]
  refine h.congr_deriv ?_
  congr 1
  linear_combination Real.cosh_sq x
```

## (e) Two solutions enclose a point where $\cosh^2(Kc)=K$

**Task.** Let $a<b$ both be self-consistent. Show that some $c$ with $a<c<b$ satisfies $\cosh^2(Kc)=K$.

**Solution.** Consider the mismatch $f(m)=\tanh(Km)-m$. It vanishes at $a$ and at $b$, and by part (d) and the chain rule

$$
f'(m)=\frac{K}{\cosh^2(Km)}-1 .
$$

Rolle's theorem gives a point $c$ strictly between $a$ and $b$ with $f'(c)=0$, and multiplying by $\cosh^2(Kc)$ gives $\cosh^2(Kc)=K$.

In the code, `hd` is the derivative of the mismatch, `hends` says that its values at the two ends agree, and `exists_hasDerivAt_eq_zero` is Rolle's theorem. The interval `Ioo a b` is the open interval from $a$ to $b$.

```lean
/-- Between two self-consistent magnetizations there is a point `c` with
`cosh² (K c) = K`. -/
theorem exists_cosh_sq_eq {K a b : ℝ} (hab : a < b) (ha : SelfConsistent K a)
    (hb : SelfConsistent K b) : ∃ c ∈ Ioo a b, Real.cosh (K * c) ^ 2 = K := by
  rw [selfConsistent_iff] at ha hb
  have hd : ∀ x, HasDerivAt (fun m : ℝ => Real.tanh (K * m) - m)
      (1 / Real.cosh (K * x) ^ 2 * K - 1) x := by
    intro x
    have h1 : HasDerivAt (fun m : ℝ => K * m) K x := by
      simpa using (hasDerivAt_id x).const_mul K
    exact ((hasDerivAt_tanh (K * x)).comp x h1).fun_sub (hasDerivAt_id' x)
  have hcont : Continuous (fun m : ℝ => Real.tanh (K * m) - m) :=
    continuous_iff_continuousAt.2 fun x => (hd x).continuousAt
  have hends : (fun m : ℝ => Real.tanh (K * m) - m) a
      = (fun m : ℝ => Real.tanh (K * m) - m) b := by
    show Real.tanh (K * a) - a = Real.tanh (K * b) - b
    linarith
  -- Rolle's theorem for the mismatch `tanh (K m) - m`
  obtain ⟨c, hc, h⟩ := exists_hasDerivAt_eq_zero hab hcont.continuousOn hends
    (fun x _ => hd x)
  refine ⟨c, hc, ?_⟩
  have hp := Real.cosh_pos (K * c)
  field_simp at h
  linarith
```

## (f) For $K\le1$ the only solution is $m=0$

**Task.** Show that for $K\le1$ a magnetization is self-consistent if and only if it is zero.

**Solution.** Zero is a solution because $\tanh0=0$. Suppose that some $x>0$ were also a solution. Part (e), applied to $0$ and $x$, gives $c$ with $0<c<x$ and $\cosh^2(Kc)=K$. The left side is positive, hence $K>0$ and $Kc>0$. Away from zero the hyperbolic cosine exceeds $1$, so

$$
K=\cosh^2(Kc)>1,
$$

which contradicts $K\le1$. A negative solution $m$ would give the positive solution $-m$ by part (c), and this has just been excluded.

The argument derives the sign of $K$ instead of assuming it, so the theorem also covers $K\le0$. In the code, `key` excludes positive solutions, and `lt_trichotomy` splits the general case into negative, zero and positive $m$.

```lean
/-- For `K ≤ 1` the only self-consistent magnetization is zero. -/
theorem selfConsistent_iff_eq_zero {K : ℝ} (hK : K ≤ 1) (m : ℝ) :
    SelfConsistent K m ↔ m = 0 := by
  have h0 : SelfConsistent K 0 := by simp [selfConsistent_iff]
  have key : ∀ x, 0 < x → ¬ SelfConsistent K x := by
    intro x hx h
    obtain ⟨c, hc, e⟩ := exists_cosh_sq_eq hx h0 h
    have hKpos : 0 < K := by
      have := pow_pos (Real.cosh_pos (K * c)) 2
      linarith
    -- away from zero, `cosh` exceeds one
    have h1 : 1 < Real.cosh (K * c) := Real.one_lt_cosh.2 (mul_pos hKpos hc.1).ne'
    nlinarith
  constructor
  · intro h
    rcases lt_trichotomy m 0 with hm | hm | hm
    · exact absurd h.neg (key (-m) (by linarith))
    · exact hm
    · exact absurd h (key m hm)
  · rintro rfl
    exact h0
```

## (g) A rational lower bound for $\tanh x$

**Task.** Show that $x/(1+x)\le\tanh x$ for $x\ge0$.

**Solution.** Both denominators, $1+x$ and $\cosh x$, are positive, so the claim is equivalent to $x\cosh x\le(1+x)\sinh x$. Written in exponentials and multiplied by $2$, this is

$$
x(e^{x}+e^{-x})\le(1+x)(e^{x}-e^{-x}).
$$

Collecting terms turns it into $(2x+1)e^{-x}\le e^{x}$, which is the familiar inequality $2x+1\le e^{2x}$ multiplied by $e^{-x}$.

The Lean proof runs the last step forwards: `h2` is the inequality $2x+1\le e^{2x}$ after multiplication by $e^{-x}$, and `linarith` collects the terms.

```lean
/-- For `x ≥ 0` the thermal average `tanh x` is at least `x / (1 + x)`. -/
theorem div_one_add_le_tanh {x : ℝ} (hx : 0 ≤ x) : x / (1 + x) ≤ Real.tanh x := by
  rw [Real.tanh_eq_sinh_div_cosh,
    div_le_div_iff₀ (by linarith) (Real.cosh_pos x), Real.sinh_eq, Real.cosh_eq]
  have h1 : Real.exp x = Real.exp (2 * x) * Real.exp (-x) := by
    rw [← Real.exp_add]
    congr 1
    ring
  have h2 : (2 * x + 1) * Real.exp (-x) ≤ Real.exp (2 * x) * Real.exp (-x) :=
    mul_le_mul_of_nonneg_right (Real.add_one_le_exp (2 * x)) (Real.exp_pos (-x)).le
  rw [← h1] at h2
  linarith
```

## (h) For $K>1$ the solutions are $0$, $m_0$ and $-m_0$

**Task.** Let $K>1$. Show that there is an $m_0$ with $0<m_0<1$ and $m_0\ge1-1/K$ such that the self-consistent magnetizations are exactly $0$, $m_0$ and $-m_0$.

**Solution: existence.** Use the mismatch $f(m)=\tanh(Km)-m$ again. At $m=1-1/K$ the field is $Km=K-1>0$, and part (g) gives

$$
\tanh(K-1)\ge\frac{K-1}{K}=1-\frac1K ,
$$

so $f(1-1/K)\ge0$. At $m=1$ we have $f(1)=\tanh K-1<0$. The mismatch is continuous, so the intermediate value theorem provides a zero $m_0$ with $1-1/K\le m_0\le1$. It is positive because $1-1/K>0$, and it is not $1$ because $f(1)\neq0$.

**Solution: uniqueness.** Suppose that $0<a<b$ were both solutions. Part (e), applied to the pairs $0,a$ and $a,b$, gives points $c$ and $d$ with $0<c<a<d<b$ and

$$
\cosh^2(Kc)=K=\cosh^2(Kd).
$$

But $0<Kc<Kd$, and $\cosh$ is strictly increasing on the positive axis, so the two values differ. Hence $m_0$ is the only positive solution. By part (c), the only negative one is $-m_0$.

In the code, `hlow` and `hlt` are the estimates at the two ends, and `intermediate_value_Icc'` is the intermediate value theorem in the version for a function whose value at the right end is the lower one. The step `huniq` excludes two different positive solutions, and `hpu` concludes that every positive solution equals $m_0$. The final lines check the three signs of $m$ and, conversely, that all three listed values are solutions.

```lean
/-- For `K > 1` the self-consistent magnetizations are exactly `0`, `m₀` and `-m₀`,
for some `m₀` strictly between `0` and `1` that is at least `1 - 1 / K`. -/
theorem spontaneous_magnetization {K : ℝ} (hK : 1 < K) :
    ∃ m₀ ∈ Ioo (0 : ℝ) 1, 1 - 1 / K ≤ m₀ ∧
      ∀ m, SelfConsistent K m ↔ m = 0 ∨ m = m₀ ∨ m = -m₀ := by
  have hKpos : 0 < K := by linarith
  have h0 : SelfConsistent K 0 := by simp [selfConsistent_iff]
  have hlt : Real.tanh (K * 1) < 1 := by
    rw [Real.tanh_eq_sinh_div_cosh, div_lt_one (Real.cosh_pos _), Real.sinh_eq,
      Real.cosh_eq]
    have := Real.exp_pos (-(K * 1))
    linarith
  have hinv : 1 / K < 1 := (div_lt_one hKpos).2 hK
  have hinv0 : 0 < 1 / K := by positivity
  have hlow : 1 - 1 / K ≤ Real.tanh (K * (1 - 1 / K)) := by
    have e1 : K * (1 - 1 / K) = K - 1 := by
      rw [mul_sub, mul_one, mul_one_div_cancel hKpos.ne']
    have e2 : 1 + (K - 1) = K := by ring
    have h := div_one_add_le_tanh (x := K - 1) (by linarith)
    rw [e2, sub_div, div_self hKpos.ne'] at h
    rw [e1]
    exact h
  have htanh : Continuous Real.tanh :=
    continuous_iff_continuousAt.2 fun x => (hasDerivAt_tanh x).continuousAt
  have hcont : Continuous (fun m : ℝ => Real.tanh (K * m) - m) :=
    (htanh.comp (continuous_const.mul continuous_id)).sub continuous_id
  -- the mismatch changes sign between `1 - 1 / K` and `1`
  obtain ⟨m₀, hm, hz⟩ := intermediate_value_Icc' (by linarith : 1 - 1 / K ≤ 1)
    hcont.continuousOn
    (show (0 : ℝ) ∈ Icc (Real.tanh (K * 1) - 1)
      (Real.tanh (K * (1 - 1 / K)) - (1 - 1 / K)) from ⟨by linarith, by linarith⟩)
  have hz' : Real.tanh (K * m₀) - m₀ = 0 := hz
  have hs : SelfConsistent K m₀ := (selfConsistent_iff K m₀).2 (by linarith)
  have hpos : 0 < m₀ := by linarith [hm.1]
  have hne : m₀ ≠ 1 := by
    intro h
    rw [h] at hz'
    linarith
  -- two different positive solutions would give two positive points of equal `cosh`
  have huniq : ∀ a b, 0 < a → a < b → SelfConsistent K a → ¬ SelfConsistent K b := by
    intro a b ha hab hsa hsb
    obtain ⟨c, hc, ec⟩ := exists_cosh_sq_eq ha h0 hsa
    obtain ⟨d, hd, ed⟩ := exists_cosh_sq_eq hab hsa hsb
    have hc0 : 0 < K * c := mul_pos hKpos hc.1
    have hcd : K * c < K * d := mul_lt_mul_of_pos_left (hc.2.trans hd.1) hKpos
    have hlt' : Real.cosh (K * c) < Real.cosh (K * d) := by
      rw [Real.cosh_lt_cosh, abs_of_pos hc0, abs_of_pos (hc0.trans hcd)]
      exact hcd
    nlinarith [Real.cosh_pos (K * c)]
  have hpu : ∀ x, 0 < x → SelfConsistent K x → x = m₀ := by
    intro x hx h
    rcases lt_trichotomy x m₀ with h1 | h1 | h1
    · exact absurd hs (huniq x m₀ hx h1 h)
    · exact h1
    · exact absurd h (huniq m₀ x hpos h1 hs)
  refine ⟨m₀, ⟨hpos, lt_of_le_of_ne hm.2 hne⟩, hm.1, fun m => ⟨fun h => ?_, ?_⟩⟩
  · rcases lt_trichotomy m 0 with h1 | h1 | h1
    · have := hpu (-m) (by linarith) h.neg
      exact Or.inr (Or.inr (by linarith))
    · exact Or.inl h1
    · exact Or.inr (Or.inl (hpu m h1 h))
  · rintro (h | h | h)
    · rw [h]; exact h0
    · rw [h]; exact hs
    · rw [h]; exact hs.neg
```

**A numerical instance.** A convenient coupling is found by choosing the field first. Since

$$
\tanh(\ln3)=\frac{3-\tfrac13}{3+\tfrac13}=\frac45 ,
$$

the magnetization $m_0=4/5$ is self-consistent when $K\cdot\tfrac45=\ln3$, that is, when $K=\tfrac54\ln3\approx1.373$. The solutions at this coupling are therefore $0$ and $\pm0.8$. The lower bound is $1-1/K\approx0.272$, which is correct but far from sharp here. The point of part (e) between $0$ and $0.8$ satisfies $\cosh(Kc)=\sqrt K\approx1.172$, which gives $Kc\approx0.578$ and $c\approx0.421$.

## (i) A nonzero magnetization exists exactly when $K>1$

**Task.** Combine parts (f) and (h) into a criterion valid for every real $K$.

**Solution.** If a nonzero solution exists, then $K\le1$ is impossible by part (f), so $K>1$. Conversely, if $K>1$, the magnetization $m_0$ of part (h) is a solution and is positive, hence nonzero.

For self-consistent-field calculations in electronic structure, this one-parameter classical model gives a small example of a symmetric solution that persists at every coupling while symmetry-broken solutions appear beside it above a threshold. Above the threshold, the self-consistency equation therefore does not by itself single out one solution.

```lean
/-- A nonzero self-consistent magnetization exists exactly when `K > 1`. -/
theorem exists_nonzero_iff (K : ℝ) :
    (∃ m, m ≠ 0 ∧ SelfConsistent K m) ↔ 1 < K := by
  constructor
  · rintro ⟨m, hm, h⟩
    by_contra hK
    exact hm ((selfConsistent_iff_eq_zero (not_lt.1 hK) m).1 h)
  · intro hK
    obtain ⟨m₀, hm, _, h⟩ := spontaneous_magnetization hK
    exact ⟨m₀, hm.1.ne', (h m₀).2 (Or.inr (Or.inl rfl))⟩

end

end MeanFieldIsing
```

```lean
#print axioms MeanFieldIsing.exists_nonzero_iff
```

```
'MeanFieldIsing.exists_nonzero_iff' depends on axioms: [propext, Classical.choice, Quot.sound]
```
